# Powers of a linear form are harmonic when the squares of its coefficients sum to zero

Take a linear form in finitely many variables, with complex coefficients, and raise it to a power of at least two. Its Laplacian is a number times the power two degrees lower, and that number contains the sum of the squared coefficients as a factor. If this sum vanishes, the power is harmonic. The standard example in three dimensions is any power of x + iy.

In electronic structure, a solid harmonic multiplied by a radial Gaussian gives a spherical Gaussian basis function. The results below concern only the polynomial factor of a single such function, and only those solid harmonics that are powers of a linear form. Normalisation and integrals are not treated.

## Polynomials, the Laplacian and angular momentum

The variables X_i are labelled by a finite index set σ, and a polynomial is an element of `MvPolynomial σ ℂ`. Apart from the definition of angular momentum, which is for three dimensions, no particular dimension is fixed until the last two parts.

```lean
import Mathlib

open MvPolynomial

namespace SolidHarmonicPowers

noncomputable section

variable {σ : Type*} [Fintype σ]
```

A coefficient vector is a function a : σ → ℂ, with entries a_i. It defines the linear form

L = ∑_i a_i X_i,

written `linForm a` in Lean. There `C` turns a complex number into a constant polynomial.

```lean
/-- The linear form `∑ a_i X_i` with complex coefficients. -/
def linForm (a : σ → ℂ) : MvPolynomial σ ℂ := ∑ i, C (a i) * X i
```

Write ∂_j for the partial derivative with respect to X_j. In Lean this is `pderiv j`, which acts on polynomials by the algebraic rules of differentiation and involves no limits. The Laplacian is

Δp = ∑_i ∂_i ∂_i p.

```lean
/-- The formal Laplacian, the sum of the second partial derivatives. -/
def laplacian (p : MvPolynomial σ ℂ) : MvPolynomial σ ℂ :=
  ∑ i, pderiv i (pderiv i p)
```

A solid harmonic of degree l is a polynomial that is homogeneous of degree l and has zero Laplacian. The definition admits the zero polynomial, which counts as homogeneous of every degree.

```lean
/-- A solid harmonic of degree `l`: a homogeneous polynomial of degree `l`
with vanishing Laplacian. -/
def IsSolidHarmonic (p : MvPolynomial σ ℂ) (l : ℕ) : Prop :=
  p.IsHomogeneous l ∧ laplacian p = 0
```

In three dimensions the index set is `Fin 3`, and X_0, X_1, X_2 stand for x, y, z. In the formula below and in parts (g) and (h), an i that is not a subscript is the imaginary unit; in parts (a) to (f), i is always an index. The z component of angular momentum, in units of ħ, is written L_z, which is unrelated to the linear form L:

L_z p = −i (X_0 ∂_1 p − X_1 ∂_0 p).

```lean
/-- The `z` component of angular momentum, `-i (x ∂_y - y ∂_x)`, in units of `ħ`. -/
def angularZ (p : MvPolynomial (Fin 3) ℂ) : MvPolynomial (Fin 3) ℂ :=
  C (-Complex.I) * (X 0 * pderiv 1 p - X 1 * pderiv 0 p)
```

## (a) The gradient of a linear form

**Task.** Show that the partial derivative of L in direction j is the corresponding coefficient:

∂_j L = a_j.

**Solution.** Differentiation is linear and the a_i are constants, so

∂_j L = ∑_i a_i ∂_j X_i.

The derivative ∂_j X_i is 1 for i = j and 0 otherwise. Only the term a_j survives.

In Lean, `simp only` carries the derivative through the sum and the products, and `Finset.sum_eq_single j` picks out the surviving term.

```lean
/-- The partial derivative of a linear form is its coefficient. -/
theorem pderiv_linForm (a : σ → ℂ) (j : σ) : pderiv j (linForm a) = C (a j) := by
  classical
  simp only [linForm, map_sum, pderiv_mul, pderiv_C, pderiv_X, zero_mul, zero_add]
  rw [Finset.sum_eq_single j]
  · simp
  · intro i _ h
    simp [h]
  · simp
```

## (b) The first derivative of a power

**Task.** Show that, for every natural number m,

∂_j L^(m+1) = (m+1) a_j L^m.

**Solution.** The power rule gives

∂_j L^(m+1) = (m+1) L^m ∂_j L,

and part (a) replaces ∂_j L by a_j. For m = 0 this is part (a) again, since L^0 = 1.

The Lean proof has the same two steps: `Derivation.leibniz_pow` is the power rule, and `pderiv_linForm` is part (a). Writing the exponent as m + 1 keeps subtraction of natural numbers out of the statement.

```lean
/-- The power rule for the partial derivatives of a power of a linear form. -/
theorem pderiv_linForm_pow (a : σ → ℂ) (j : σ) (m : ℕ) :
    pderiv j (linForm a ^ (m + 1)) = C (((m : ℂ) + 1) * a j) * linForm a ^ m := by
  rw [Derivation.leibniz_pow, pderiv_linForm]
  simp only [Nat.add_sub_cancel, nsmul_eq_mul, smul_eq_mul, map_mul, map_add,
    map_natCast, map_one, Nat.cast_add, Nat.cast_one]
  ring
```

## (c) The Laplacian of a power

**Task.** Show that, for every natural number m,

Δ L^(m+2) = (m+2)(m+1) (∑_i a_i²) L^m.

**Solution.** Part (b), with m + 1 in place of m, gives the first derivative:

∂_j L^(m+2) = (m+2) a_j L^(m+1).

The factor (m+2) a_j is constant. Differentiating once more in the same direction, again by part (b), gives

∂_j ∂_j L^(m+2) = (m+2) a_j · (m+1) a_j L^m = (m+2)(m+1) a_j² L^m.

Summing over j, with the common factors taken out, gives the claim.

The sum contains a_i² and not |a_i|². For complex coefficients it is therefore not, in general, the squared norm of the coefficient vector, and with two or more variables it can vanish for a non-zero vector.

In the Lean proof, the intermediate statement `h` is the formula for ∂_j ∂_j L^(m+2), obtained by using part (b) twice. The last line carries out the sum over directions. The exponent m + 2 covers every power from the second upwards.

```lean
/-- The Laplacian lowers a power of a linear form by two degrees and multiplies it by
`(m + 2) (m + 1) ∑ a_i²`. -/
theorem laplacian_linForm_pow (a : σ → ℂ) (m : ℕ) :
    laplacian (linForm a ^ (m + 2)) =
      C (((m : ℂ) + 2) * ((m : ℂ) + 1) * ∑ i, a i ^ 2) * linForm a ^ m := by
  -- differentiate twice in one direction
  have h : ∀ j, pderiv j (pderiv j (linForm a ^ (m + 2))) =
      C (((m : ℂ) + 2) * ((m : ℂ) + 1) * a j ^ 2) * linForm a ^ m := by
    intro j
    rw [show m + 2 = (m + 1) + 1 from rfl, pderiv_linForm_pow, pderiv_mul, pderiv_C,
      pderiv_linForm_pow, zero_mul, zero_add, ← mul_assoc, ← C_mul]
    congr 2
    push_cast
    ring
  -- sum over the directions
  simp only [laplacian, h, map_mul, map_sum, Finset.mul_sum, Finset.sum_mul]
```

## (d) When a power is harmonic

**Task.** Show that, for every natural number m,

Δ L^(m+2) = 0 if and only if ∑_i a_i² = 0.

**Solution.** If the sum vanishes, the right-hand side of part (c) is zero.

Conversely, suppose that the Laplacian vanishes. By part (c),

(m+2)(m+1) (∑_i a_i²) · L^m = 0

as a polynomial. A product of two complex polynomials is zero only if one of them is, which leaves two cases.

- The constant factor is zero. Since m + 2 and m + 1 are non-zero, ∑_i a_i² = 0.
- The power L^m is zero. Then L = 0, and part (a) gives a_j = ∂_j L = 0 for every j. The sum of squares is again zero. For m = 0 this case cannot occur, because L^0 = 1.

Lean splits the cases with `mul_eq_zero`. In both of them `C_injective` turns an equation between constant polynomials into one between complex numbers.

```lean
/-- A power of a linear form with exponent at least two is harmonic exactly when the
squares of the coefficients sum to zero. -/
theorem laplacian_linForm_pow_eq_zero_iff (a : σ → ℂ) (m : ℕ) :
    laplacian (linForm a ^ (m + 2)) = 0 ↔ ∑ i, a i ^ 2 = 0 := by
  rw [laplacian_linForm_pow]
  constructor
  · intro h
    rcases mul_eq_zero.mp h with hc | hL
    · have hc' : ((m : ℂ) + 2) * ((m : ℂ) + 1) * ∑ i, a i ^ 2 = 0 :=
        C_injective σ ℂ (by rw [hc, map_zero])
      have h2 : (m : ℂ) + 2 ≠ 0 := by exact_mod_cast (show m + 2 ≠ 0 by omega)
      have h1 : (m : ℂ) + 1 ≠ 0 := by exact_mod_cast (show m + 1 ≠ 0 by omega)
      exact (mul_eq_zero.mp hc').resolve_left (mul_ne_zero h2 h1)
    · -- a vanishing power forces every coefficient to vanish
      have hL0 : linForm a = 0 := eq_zero_of_pow_eq_zero hL
      refine Finset.sum_eq_zero fun j _ => ?_
      have hj : a j = 0 := C_injective σ ℂ (by
        rw [← pderiv_linForm a j, hL0, map_zero, map_zero])
      rw [hj]
      norm_num
  · intro h
    rw [h, mul_zero, map_zero, zero_mul]
```

## (e) Real coefficients

**Task.** Let all a_i be real. Show that, for every natural number m,

Δ L^(m+2) = 0 if and only if a_i = 0 for all i.

**Solution.** By part (d) the Laplacian vanishes exactly when ∑_i a_i² = 0. For real a_i every term is non-negative, so the sum is zero only if each a_i² is zero, which means that each a_i is zero. Conversely, if all a_i are zero, so is the sum.

If a power of a linear form, with exponent two or more, is harmonic and not zero, the coefficients of the form are therefore not all real.

In Lean the vector has type `σ → ℝ` and is converted to complex numbers inside `linForm`. The tactic `exact_mod_cast` brings the vanishing sum back to the real numbers, where `Finset.sum_eq_zero_iff_of_nonneg` applies.

```lean
/-- With real coefficients, a power of a linear form with exponent at least two is harmonic exactly
when all coefficients vanish. -/
theorem laplacian_real_linForm_pow_eq_zero_iff (a : σ → ℝ) (m : ℕ) :
    laplacian (linForm (fun i => (a i : ℂ)) ^ (m + 2)) = 0 ↔ ∀ i, a i = 0 := by
  rw [laplacian_linForm_pow_eq_zero_iff]
  constructor
  · intro h i
    have hr : ∑ i, a i ^ 2 = 0 := by exact_mod_cast h
    have hi := (Finset.sum_eq_zero_iff_of_nonneg (fun j _ => sq_nonneg (a j))).mp hr i
      (Finset.mem_univ i)
    exact pow_eq_zero_iff (two_ne_zero) |>.mp hi
  · intro h
    simp [h]
```

## (f) Solid harmonics of every degree

**Task.** Assume that ∑_i a_i² = 0. Show that, for every natural number l, L^l is a solid harmonic of degree l:

L^l is homogeneous of degree l, and Δ L^l = 0.

**Solution.** Each term a_i X_i is homogeneous of degree 1, and so is their sum L. The l-th power of L is then homogeneous of degree l.

For the Laplacian, consider the exponent.

- For l = 0 the polynomial is the constant 1, whose derivatives vanish.
- For l = 1 the first derivatives are the constants a_j, so the second derivatives vanish.
- For l = m + 2 the claim is part (d).

The assumption on the coefficients is needed only in the third case. The Lean proof has the same structure: `IsHomogeneous.sum` and `pow` give the degree, and `match l with` separates the three exponents.

```lean
/-- If the squares of the coefficients sum to zero, the `l`-th power of the linear form
is a solid harmonic of degree `l`, for every `l`. -/
theorem isSolidHarmonic_linForm_pow (a : σ → ℂ) (ha : ∑ i, a i ^ 2 = 0) (l : ℕ) :
    IsSolidHarmonic (linForm a ^ l) l := by
  constructor
  · have h1 : (linForm a).IsHomogeneous 1 := by
      refine IsHomogeneous.sum _ _ _ fun i _ => ?_
      have h := (isHomogeneous_C σ (a i)).mul (isHomogeneous_X ℂ i)
      rwa [zero_add] at h
    have h := h1.pow l
    rwa [one_mul] at h
  · match l with
    | 0 => simp [laplacian]
    | 1 => simp [laplacian, pderiv_linForm]
    | m + 2 => exact (laplacian_linForm_pow_eq_zero_iff a m).mpr ha
```

## (g) A one-parameter family in three dimensions

**Task.** Let t be any complex number. Show that, for every natural number l, the polynomial

((1 − t²) X_0 + i(1 + t²) X_1 + 2t X_2)^l

is a solid harmonic of degree l.

**Solution.** By part (f) it is enough to add up the squares of the three coefficients. Since i² = −1,

(1 − t²)² + (i(1 + t²))² + (2t)²
= (1 − 2t² + t⁴) − (1 + 2t² + t⁴) + 4t²
= 0.

The notation `![...]` lists the coefficients in the order x, y, z. After `Fin.sum_univ_three` has written out the sum, `linear_combination` proves the identity from `Complex.I_sq`, which is i² = −1. The factor (1 + t²)² in front of it is the one that multiplies i² in the sum.

```lean
/-- For every complex `t`, the `l`-th power of `(1 - t²) x + i (1 + t²) y + 2 t z` is a
solid harmonic of degree `l`. -/
theorem isSolidHarmonic_null_family (t : ℂ) (l : ℕ) :
    IsSolidHarmonic
      (linForm ![1 - t ^ 2, Complex.I * (1 + t ^ 2), 2 * t] ^ l) l := by
  apply isSolidHarmonic_linForm_pow
  rw [Fin.sum_univ_three]
  show (1 - t ^ 2) ^ 2 + (Complex.I * (1 + t ^ 2)) ^ 2 + (2 * t) ^ 2 = 0
  linear_combination (1 + t ^ 2) ^ 2 * Complex.I_sq
```

## (h) Powers of x + iy and their angular momentum

**Task.** Let u = X_0 + i X_1 in three variables. Show that, for every natural number l, u^l is a solid harmonic of degree l and satisfies

L_z u^l = l u^l.

**Solution.** The coefficient vector of u is (1, i, 0), and 1² + i² + 0² = 0. Part (f) gives the first claim.

For l = 0 both sides of the second claim are zero. For l = m + 1, part (b) gives

∂_0 u^(m+1) = (m+1) u^m,
∂_1 u^(m+1) = (m+1) i u^m.

Inserting these into the definition of L_z yields

L_z u^(m+1) = −i (m+1) u^m (i X_0 − X_1)
= (m+1) u^m (X_0 + i X_1)
= (m+1) u^(m+1).

The coefficient of X_0^l in u^l is 1, so u^l is not the zero polynomial and is an eigenvector of L_z with eigenvalue l. The Lean theorem states the equation, but not that u^l is non-zero. Up to a constant factor, u^l is the solid harmonic of degree l with the highest magnetic quantum number.

In Lean, `hL` identifies u with the linear form of coefficients (1, i, 0), so that the earlier parts apply. The facts `h0` and `h1` are the two derivatives above. The final `linear_combination` uses `hI`, the relation i² = −1 between constant polynomials, at the point where −i meets i X_0.

```lean
/-- The polynomial `(x + i y)^l` in three variables is a solid harmonic of degree `l` and is
multiplied by `l` under the `z` component of angular momentum. -/
theorem x_add_iy_pow (l : ℕ) :
    IsSolidHarmonic ((X 0 + C Complex.I * X 1 : MvPolynomial (Fin 3) ℂ) ^ l) l ∧
      angularZ ((X 0 + C Complex.I * X 1) ^ l) =
        C (l : ℂ) * (X 0 + C Complex.I * X 1) ^ l := by
  have hL : (X 0 + C Complex.I * X 1 : MvPolynomial (Fin 3) ℂ) =
      linForm ![1, Complex.I, 0] := by
    simp [linForm, Fin.sum_univ_three]
  constructor
  · rw [hL]
    apply isSolidHarmonic_linForm_pow
    simp [Fin.sum_univ_three]
  · cases l with
    | zero => simp [angularZ]
    | succ m =>
      have hI : (C Complex.I * C Complex.I : MvPolynomial (Fin 3) ℂ) = -1 := by
        rw [← C_mul, Complex.I_mul_I, map_neg, map_one]
      -- the two first derivatives that enter the angular momentum
      have h0 := pderiv_linForm_pow ![1, Complex.I, 0] (0 : Fin 3) m
      have h1 := pderiv_linForm_pow ![1, Complex.I, 0] (1 : Fin 3) m
      rw [← hL] at h0 h1
      change _ = C (((m : ℂ) + 1) * 1) * _ at h0
      change _ = C (((m : ℂ) + 1) * Complex.I) * _ at h1
      rw [angularZ, h0, h1]
      simp only [map_mul, map_neg, map_add, map_one, map_natCast, Nat.cast_add,
        Nat.cast_one]
      linear_combination (-((m : MvPolynomial (Fin 3) ℂ) + 1) *
        (X 0 + C Complex.I * X 1) ^ m * X 0) * hI

end

end SolidHarmonicPowers
```

```lean
#print axioms SolidHarmonicPowers.laplacian_linForm_pow_eq_zero_iff
#print axioms SolidHarmonicPowers.laplacian_real_linForm_pow_eq_zero_iff
#print axioms SolidHarmonicPowers.isSolidHarmonic_null_family
#print axioms SolidHarmonicPowers.x_add_iy_pow
```

```
'SolidHarmonicPowers.laplacian_linForm_pow_eq_zero_iff' depends on axioms: [propext, Classical.choice, Quot.sound]
'SolidHarmonicPowers.laplacian_real_linForm_pow_eq_zero_iff' depends on axioms: [propext, Classical.choice, Quot.sound]
'SolidHarmonicPowers.isSolidHarmonic_null_family' depends on axioms: [propext, Classical.choice, Quot.sound]
'SolidHarmonicPowers.x_add_iy_pow' depends on axioms: [propext, Classical.choice, Quot.sound]
```

## Smooth functions in place of polynomials

The same identities could have been stated for smooth functions from ℝⁿ to ℂ, with derivatives defined by limits. The algebra would stay the same, but the proofs would also need differentiability at each step, and equality would mean equality of values at every point. In return, the Gaussian factor exp(−αr²), where α > 0 and r² is the sum of the squares of the variables, would belong to the same setting although it is not a polynomial, and the Laplacian could be applied to a whole basis function. With formal polynomials the derivatives are purely algebraic, and the argument in part (d) can use directly that a product of non-zero polynomials is non-zero.
